# For nonzero real couplings, n independent two-level units have exactly 2ⁿ coupled-cluster doubles solutions, all real

Take two units, each with degenerate levels coupled by 1. Their amplitude equations are

1 − t₀² = 0,  1 − t₁² = 0,

with four solutions (±1, ±1). Doubles CI keeps only the reference and the two configurations with one excited unit. Its matrix

(0 1 1; 1 0 0; 1 0 0)

has three eigenvalues, 0 and ±√2. What is compared below is the number of amplitude vectors with the number of distinct CI eigenvalues. Different amplitude vectors can share an energy: here the four solutions have energies 2, 0, 0, −2.

In general, unit i has real parameters `D i` and `K i`, with i in `Fin n`.

In Lean 4 with Mathlib:

```lean
import Mathlib

open Matrix

namespace CoupledClusterRootCount

noncomputable section

variable {n : ℕ} (D K : Fin n → ℝ)
```

## The Hamiltonian and the exponential ansatz

A unit can be pictured as an electron pair with one double excitation, which costs 2Dᵢ and couples to the unit's reference level through Kᵢ. Units do not interact. A configuration is the set S of excited units, and energies are measured from the reference:

(Hψ)(S) = ∑_{i∈S} [2Dᵢ ψ(S) + Kᵢ ψ(S∖{i})] + ∑_{i∉S} Kᵢ ψ(S∪{i}).

```lean
/-- The Hamiltonian of `n` independent two-level units, acting on wavefunctions of the set `S`
of excited units: exciting unit `i` costs `2 D i`, and `K i` couples its two levels. -/
def fullH (ψ : Finset (Fin n) → ℂ) (S : Finset (Fin n)) : ℂ :=
  ∑ i, if i ∈ S then 2 * (D i : ℂ) * ψ S + (K i : ℂ) * ψ (S.erase i)
    else (K i : ℂ) * ψ (insert i S)
```

The exponential of the excitations gives S the coefficient c(S) = ∏_{i∈S} tᵢ. The reference has c(∅) = 1, so the state is never zero.

```lean
/-- The exponential ansatz: the coefficient of a configuration is the product of the amplitudes
of its excited units. -/
def ccState (t : Fin n → ℂ) (S : Finset (Fin n)) : ℂ := ∏ i ∈ S, t i
```

For one unit, the reference row gives E = Kt and the excited row gives K + 2Dt = Et. Eliminating E leaves the residual

rᵢ(t) = Kᵢ + 2Dᵢtᵢ − Kᵢtᵢ².

It is entered as a polynomial in all n amplitudes, so that its total degree is defined.

```lean
/-- The coupled-cluster equation of unit `i`, as the polynomial `K + 2 D t - K t ^ 2` in the
amplitude of that unit. -/
def ccPoly (i : Fin n) : MvPolynomial (Fin n) ℂ :=
  MvPolynomial.C (K i : ℂ) + MvPolynomial.C (2 * (D i : ℂ)) * MvPolynomial.X i
    - MvPolynomial.C (K i : ℂ) * MvPolynomial.X i ^ 2
```

Solutions are sought among complex amplitude vectors.

```lean
/-- The complex amplitude vectors that solve all coupled-cluster equations. -/
def ccSolutions : Set (Fin n → ℂ) := {t | ∀ i, MvPolynomial.eval t (ccPoly D K i) = 0}
```

The candidate roots are (D ± √(D² + K²))/K, labelled by a Boolean.

```lean
/-- The two roots `(D ± √(D ^ 2 + K ^ 2)) / K` of the equation of one unit, for `K ≠ 0`. -/
def unitRoot (D K : ℝ) : Bool → ℝ
  | true => (D + Real.sqrt (D ^ 2 + K ^ 2)) / K
  | false => (D - Real.sqrt (D ^ 2 + K ^ 2)) / K
```

## The doubles CI matrix

In the index type `Option (Fin n)`, `none` is the reference and `some i` is the configuration {i}.

```lean
/-- The configurations kept in doubles CI: the reference, and one excited unit. -/
def config : Option (Fin n) → Finset (Fin n)
  | none => ∅
  | some i => {i}
```

Column b is the same Hamiltonian applied to the basis function of configuration b, read off at the kept configurations.

```lean
/-- The doubles CI matrix: matrix elements of the Hamiltonian between the kept configurations. -/
def ciMatrix : Matrix (Option (Fin n)) (Option (Fin n)) ℂ :=
  Matrix.of fun a b => fullH D K (fun S => if S = config b then 1 else 0) (config a)
```

An eigenvalue needs a nonzero eigenvector; the set below counts distinct values, without multiplicity.

```lean
/-- The eigenvalues of the doubles CI matrix. -/
def ciEnergies : Set ℂ := {E | ∃ v, v ≠ 0 ∧ ciMatrix D K *ᵥ v = E • v}
```

## Amplitude equations and exact eigenstates

Put E = ∑ᵢ Kᵢtᵢ and sort the residual (Hc)(S) − E c(S) by unit. If i∉S, its contribution vanishes:

Kᵢ c(S∪{i}) − Kᵢtᵢ c(S) = 0.

If i∈S, then c(S) = tᵢ c(S∖{i}), and its contribution is

(2Dᵢtᵢ + Kᵢ − Kᵢtᵢ²) c(S∖{i}) = rᵢ c(S∖{i}).

The proof makes the same case split, and `ring` does the algebra.

```lean
/-- On every configuration, the residual of the Schrödinger equation for the exponential ansatz
is a sum of the residuals of the excited units, each times the amplitudes of the others. -/
theorem schrodinger_residual (t : Fin n → ℂ) (S : Finset (Fin n)) :
    fullH D K (ccState t) S - (∑ i, (K i : ℂ) * t i) * ccState t S =
      ∑ i ∈ S, MvPolynomial.eval t (ccPoly D K i) * ccState t (S.erase i) := by
  calc _ = ∑ i, if i ∈ S then
        MvPolynomial.eval t (ccPoly D K i) * ccState t (S.erase i) else 0 := by
        rw [fullH, Finset.sum_mul, ← Finset.sum_sub_distrib]
        refine Finset.sum_congr rfl fun i _ => ?_
        by_cases h : i ∈ S
        · have e : ccState t S = t i * ccState t (S.erase i) :=
            (Finset.mul_prod_erase S t h).symm
          simp only [if_pos h, ccPoly, map_sub, map_add, map_mul, map_pow,
            MvPolynomial.eval_C, MvPolynomial.eval_X]
          rw [e]
          ring
        · have e : ccState t (insert i S) = t i * ccState t S := Finset.prod_insert h
          simp only [if_neg h]
          rw [e]
          ring
    _ = _ := by rw [Finset.sum_ite_mem, Finset.univ_inter]
```

If every rᵢ vanishes, so does the residual on every S. Conversely, S = {i} leaves rᵢ c(∅) = rᵢ = 0.

```lean
/-- Amplitudes solve the coupled-cluster equations exactly when the exponential ansatz is an
eigenstate of the full Hamiltonian with energy `∑ K i * t i`. -/
theorem mem_ccSolutions_iff_eigenstate (t : Fin n → ℂ) :
    t ∈ ccSolutions D K ↔
      ∀ S, fullH D K (ccState t) S = (∑ i, (K i : ℂ) * t i) * ccState t S := by
  constructor
  · intro h S
    rw [← sub_eq_zero, schrodinger_residual]
    exact Finset.sum_eq_zero fun i _ => by rw [h i, zero_mul]
  · intro h i
    -- project on the configuration in which only unit `i` is excited
    have h1 := schrodinger_residual D K t {i}
    rw [h {i}, sub_self, Finset.sum_singleton, Finset.erase_singleton] at h1
    simpa only [ccState, Finset.prod_empty, mul_one] using h1.symm
```

## Two real roots per unit

Assume K ≠ 0: the coupling really mixes the two levels, and the equation is quadratic. Multiplying it by −K and completing the square gives

(Kt − D)² = D² + K².

With w = √(D² + K²) > 0, this factors as (Kt − D − w)(Kt − D + w) = 0. Hence even a complex t must be one of the two real roots, which differ because Kt takes the values D ± w. `linear_combination` checks the factorisation.

```lean
/-- For `K ≠ 0` the complex solutions of the equation of one unit are the two real roots, and
these are distinct. -/
theorem unit_equation (D K : ℝ) (hK : K ≠ 0) :
    (∀ t : ℂ, (K : ℂ) + 2 * D * t - K * t ^ 2 = 0 ↔ ∃ s, (unitRoot D K s : ℂ) = t) ∧
      Function.Injective (unitRoot D K) := by
  have hpos : 0 < D ^ 2 + K ^ 2 := by positivity
  have hw := Real.sq_sqrt hpos.le
  have hw0 := Real.sqrt_pos.2 hpos
  have h1 : K * unitRoot D K true = D + Real.sqrt (D ^ 2 + K ^ 2) := by
    simp only [unitRoot]
    field_simp
  have h2 : K * unitRoot D K false = D - Real.sqrt (D ^ 2 + K ^ 2) := by
    simp only [unitRoot]
    field_simp
  generalize Real.sqrt (D ^ 2 + K ^ 2) = w at hw hw0 h1 h2
  have hKc : (K : ℂ) ≠ 0 := by exact_mod_cast hK
  have hwc : (w : ℂ) ^ 2 = (D : ℂ) ^ 2 + (K : ℂ) ^ 2 := by exact_mod_cast hw
  have h1c : (K : ℂ) * (unitRoot D K true : ℂ) = D + w := by exact_mod_cast h1
  have h2c : (K : ℂ) * (unitRoot D K false : ℂ) = D - w := by exact_mod_cast h2
  refine ⟨fun t => ⟨fun h => ?_, ?_⟩, ?_⟩
  · -- complete the square and factor
    have hf : ((K : ℂ) * t - D - w) * (K * t - D + w) = 0 := by
      linear_combination (-(K : ℂ)) * h - hwc
    rcases mul_eq_zero.1 hf with h3 | h3
    · exact ⟨true, mul_left_cancel₀ hKc (by linear_combination h1c - h3)⟩
    · exact ⟨false, mul_left_cancel₀ hKc (by linear_combination h2c - h3)⟩
  · rintro ⟨s, rfl⟩
    have hsq : ((K : ℂ) * (unitRoot D K s : ℂ) - D) ^ 2 = (D : ℂ) ^ 2 + (K : ℂ) ^ 2 := by
      cases s
      · rw [h2c]
        linear_combination hwc
      · rw [h1c]
        linear_combination hwc
    exact mul_left_cancel₀ hKc (by linear_combination -hsq)
  · intro a b hab
    cases a <;> cases b
    · rfl
    · rw [hab] at h2
      linarith
    · rw [hab] at h1
      linarith
    · rfl
```

The equations are uncoupled, so a solution is one choice of root for each unit.

```lean
/-- For nonzero couplings the solutions are the vectors obtained by choosing one of the two real
roots for each unit. -/
theorem ccSolutions_eq_range (hK : ∀ i, K i ≠ 0) :
    ccSolutions D K =
      Set.range fun (s : Fin n → Bool) i => (unitRoot (D i) (K i) (s i) : ℂ) := by
  ext t
  have key : ∀ i, MvPolynomial.eval t (ccPoly D K i) = 0 ↔
      ∃ s, (unitRoot (D i) (K i) s : ℂ) = t i := fun i => by
    rw [← (unit_equation (D i) (K i) (hK i)).1 (t i)]
    simp only [ccPoly, map_sub, map_add, map_mul, map_pow,
      MvPolynomial.eval_C, MvPolynomial.eval_X]
  constructor
  · intro h
    choose s hs using fun i => (key i).1 (h i)
    exact ⟨s, funext hs⟩
  · rintro ⟨s, hs⟩ i
    exact (key i).2 ⟨s i, congrFun hs i⟩
```

## The product of the degrees

No term of rᵢ has degree above two, and tᵢ² has coefficient −Kᵢ ≠ 0. The total degree is therefore two.

```lean
/-- With a nonzero coupling, the equation of a unit has total degree two. -/
theorem ccPoly_totalDegree (i : Fin n) (hK : K i ≠ 0) : (ccPoly D K i).totalDegree = 2 := by
  apply le_antisymm
  · refine (MvPolynomial.totalDegree_sub _ _).trans
      (max_le ((MvPolynomial.totalDegree_add _ _).trans (max_le ?_ ?_)) ?_)
    · simp
    · refine (MvPolynomial.totalDegree_mul _ _).trans ?_
      rw [MvPolynomial.totalDegree_C, MvPolynomial.totalDegree_X]
      norm_num
    · exact (MvPolynomial.totalDegree_mul _ _).trans (by simp)
  · have h0 : (0 : Fin n →₀ ℕ) ≠ Finsupp.single i 2 := fun h => by
      have := DFunLike.congr_fun h i
      simp at this
    have h1 : Finsupp.single i 1 ≠ Finsupp.single i 2 := fun h => by
      have := DFunLike.congr_fun h i
      simp at this
    -- the coefficient of the square is `-K`
    have hc : MvPolynomial.coeff (Finsupp.single i 2) (ccPoly D K i) = -(K i : ℂ) := by
      rw [ccPoly, MvPolynomial.coeff_sub, MvPolynomial.coeff_add, MvPolynomial.coeff_C,
        MvPolynomial.coeff_C_mul, MvPolynomial.coeff_C_mul, MvPolynomial.coeff_X,
        MvPolynomial.coeff_X_pow, if_neg h0, if_neg h1, if_pos rfl]
      ring
    have hm : Finsupp.single i 2 ∈ (ccPoly D K i).support := by
      rw [MvPolynomial.mem_support_iff, hc]
      exact neg_ne_zero.2 (by exact_mod_cast hK)
    simpa using MvPolynomial.le_totalDegree hm
```

## At most n + 1 CI eigenvalues

On the reference, H gives ∑ᵢ Kᵢψ({i}). On {i}, unit i gives 2Dᵢψ({i}) + Kᵢψ(∅); any other unit would lead to two excited units, where the kept basis functions vanish.

```lean
/-- The doubles CI matrix has `0` and the `2 D i` on its diagonal, the `K i` in the row and column
of the reference, and zeros elsewhere. -/
theorem ciMatrix_entries :
    ciMatrix D K none none = 0 ∧ (∀ i, ciMatrix D K none (some i) = K i) ∧
      (∀ i, ciMatrix D K (some i) none = K i) ∧
      ∀ i j, ciMatrix D K (some i) (some j) = if i = j then 2 * (D i : ℂ) else 0 := by
  refine ⟨?_, fun i => ?_, fun i => ?_, fun i j => ?_⟩
  · simp [ciMatrix, fullH, config]
  · simp [ciMatrix, fullH, config]
  · simp only [ciMatrix, Matrix.of_apply, fullH, config]
    rw [Finset.sum_eq_single i]
    · simp
    · intro k _ hk
      simp [hk]
    · simp
  · change fullH D K (fun S => if S = ({j} : Finset (Fin n)) then 1 else 0) {i} = _
    simp only [fullH]
    rw [Finset.sum_eq_single i]
    · simp [(Finset.singleton_ne_empty j).symm]
    · intro k _ hk
      -- two excited units never match a single one
      have hne : insert k ({i} : Finset (Fin n)) ≠ {j} := fun h => by
        have a : k ∈ ({j} : Finset (Fin n)) := by rw [← h]; simp
        have b : i ∈ ({j} : Finset (Fin n)) := by rw [← h]; simp
        exact hk ((Finset.mem_singleton.1 a).trans (Finset.mem_singleton.1 b).symm)
      rw [if_neg (fun h => hk (Finset.mem_singleton.1 h)), if_neg hne, mul_zero]
    · simp
```

If Mv = Ev with v ≠ 0, then det(E − M) = 0. So E is a root of the characteristic polynomial, whose degree is n + 1.

```lean
/-- The doubles CI matrix has finitely many eigenvalues, at most `n + 1`. -/
theorem ciEnergies_card : (ciEnergies D K).Finite ∧ (ciEnergies D K).ncard ≤ n + 1 := by
  have hsub : ciEnergies D K ⊆ ↑((ciMatrix D K).charpoly.roots.toFinset) := by
    rintro E ⟨v, hv, h⟩
    have hdet : (Matrix.scalar (Option (Fin n)) E - ciMatrix D K).det = 0 := by
      refine Matrix.exists_mulVec_eq_zero_iff.1 ⟨v, hv, ?_⟩
      rw [Matrix.sub_mulVec, h, sub_eq_zero]
      ext a
      simp [Matrix.scalar_apply, Matrix.mulVec_diagonal]
    rw [Finset.mem_coe, Multiset.mem_toFinset,
      Polynomial.mem_roots (ciMatrix D K).charpoly_monic.ne_zero, Polynomial.IsRoot,
      Matrix.eval_charpoly]
    exact hdet
  have hcard : (ciMatrix D K).charpoly.roots.toFinset.card ≤ n + 1 :=
    (Multiset.toFinset_card_le _).trans ((Polynomial.card_roots' _).trans
      (by simp [Matrix.charpoly_natDegree_eq_dim]))
  refine ⟨(Finset.finite_toSet _).subset hsub,
    (Set.ncard_le_ncard hsub (Finset.finite_toSet _)).trans ?_⟩
  rwa [Set.ncard_coe_finset]
```

## Comparing the counts

Distinct sign choices give distinct amplitude vectors, hence 2ⁿ solutions. This equals ∏ᵢ 2, the Bézout number of the system; the count is direct and does not use Bézout's general bound. For n ≥ 2, n + 1 < 2ⁿ follows by induction from 3 < 4.

For solver practice, in this non-interacting model, real amplitudes that satisfy the equations need not describe the ground state: every one of the 2ⁿ solutions is real and gives an exact eigenstate.

```lean
/-- For nonzero couplings the coupled-cluster equations have exactly `2 ^ n` complex solutions,
as many as the product of their degrees, and all are real; for `n ≥ 2` the doubles CI matrix has
fewer eigenvalues than that. -/
theorem cc_solutions_attain_bezout (hK : ∀ i, K i ≠ 0) :
    (ccSolutions D K).ncard = 2 ^ n ∧
      (ccSolutions D K).ncard = ∏ i, (ccPoly D K i).totalDegree ∧
      (∀ t ∈ ccSolutions D K, ∀ i, (t i).im = 0) ∧
      (2 ≤ n → (ciEnergies D K).ncard < (ccSolutions D K).ncard) := by
  have hcount : (ccSolutions D K).ncard = 2 ^ n := by
    rw [ccSolutions_eq_range D K hK, ← Set.image_univ, Set.ncard_image_of_injective,
      Set.ncard_univ, Nat.card_eq_fintype_card]
    · simp
    · -- different choices of roots give different amplitudes
      intro a b hab
      funext i
      exact (unit_equation (D i) (K i) (hK i)).2 (Complex.ofReal_injective (congrFun hab i))
  have hpow : ∀ m : ℕ, 2 ≤ m → m + 1 < 2 ^ m := by
    intro m hm
    induction m, hm using Nat.le_induction with
    | base => norm_num
    | succ k hk ih =>
      rw [pow_succ]
      omega
  refine ⟨hcount, ?_, ?_, fun hn => ?_⟩
  · rw [hcount, Finset.prod_congr rfl fun i _ => ccPoly_totalDegree D K i (hK i)]
    simp
  · intro t ht i
    rw [ccSolutions_eq_range D K hK] at ht
    obtain ⟨s, rfl⟩ := ht
    exact Complex.ofReal_im _
  · rw [hcount]
    exact (ciEnergies_card D K).2.trans_lt (hpow n hn)

end

end CoupledClusterRootCount
```

```lean
#print axioms CoupledClusterRootCount.mem_ccSolutions_iff_eigenstate
#print axioms CoupledClusterRootCount.ciMatrix_entries
#print axioms CoupledClusterRootCount.cc_solutions_attain_bezout
```

```
'CoupledClusterRootCount.mem_ccSolutions_iff_eigenstate' depends on axioms: [propext, Classical.choice, Quot.sound]
'CoupledClusterRootCount.ciMatrix_entries' depends on axioms: [propext, Classical.choice, Quot.sound]
'CoupledClusterRootCount.cc_solutions_attain_bezout' depends on axioms: [propext, Classical.choice, Quot.sound]
```
